# The partition function of a periodic clock chain is Σ_k W(k)^N, with W the Fourier transform of the bond weight

Take two Ising spins x_0, x_1 ∈ {0, 1} on a ring, with weight w(0) for a bond between equal spins and w(1) for a bond between unequal ones. The ring has two bonds, 0→1 and 1→0, so the four configurations give

    Z = 2 w(0)² + 2 w(1)² = (w(0) + w(1))² + (w(0) − w(1))².

The brackets are the two Fourier components of w on ℤ/2. I believe this is general. Let the spins take values in ℤ/q, the integers modulo q ≥ 1, put N ≥ 1 of them on a ring, and give the bond from site j to site j+1 the weight w(x_(j+1) − x_j). Then Z should equal Σ_k W(k)^N with W(k) = Σ_a w(a) exp(2πi k a/q). The argument I know says that the transfer matrix is circulant and stops there. I would like it done rigorously from the configuration sum and machine-checked, including complex w, where the matrix need not be Hermitian, and the small cases N = 1 and q = 1.

## From the configuration sum to Σ_k W(k)^N

The claim holds for every complex w, with no symmetry or positivity assumed. Number the sites j = 0, …, N−1, read j+1 modulo N, and let T be any matrix indexed by the local states. Writing out the matrix product, an entry of T^(n+1) is a sum over n inner spins y_0, …, y_(n−1):

    (T^(n+1))_ab = Σ_y T(a, y_0) T(y_0, y_1) ⋯ T(y_(n−1), b).

For n = 0 the right side is T(a, b). For the induction step, write (T^(n+2))_ab = Σ_c T(a, c) (T^(n+1))_cb, insert the formula for the second factor, and take c as the new first inner spin. Setting N = n+1 and b = a = x_0 and summing over a closes the chain:

    Σ_x Π_j T(x_j, x_(j+1)) = tr T^N.

For the clock model T(a, b) = w(b − a). Define the plane waves φ_k(a) = exp(2πi k a/q) for k, a ∈ ℤ/q. They satisfy φ_k(a + b) = φ_k(a) φ_k(b), and

    Σ_k φ_k(c) = q if c = 0, and 0 otherwise,

since for c ≠ 0 this is a geometric series of q terms with ratio r = exp(2πi c/q), where r ≠ 1 and r^q = 1. Substituting b = c + a gives

    (T φ_k)(a) = Σ_b w(b − a) φ_k(b) = Σ_c w(c) φ_k(c) φ_k(a) = W(k) φ_k(a),

and therefore T^N φ_k = W(k)^N φ_k. Multiply component a of this equation by φ_k(−b) and sum over k:

    Σ_k W(k)^N φ_k(a − b) = Σ_c (T^N)_ac Σ_k φ_k(c − b) = q (T^N)_ab.

On the diagonal φ_k(0) = 1, so each of the q diagonal entries of T^N equals q⁻¹ Σ_k W(k)^N, and

    Z = tr T^N = Σ_k W(k)^N.

No step uses a spectral theorem, so Hermiticity of T never enters. For the Potts weight, let y now be a complex number, no longer the list of inner spins. The weight is y on equal neighbours and 1 otherwise, that is, w(a) = 1 + (y − 1) δ_(a,0), so W(k) = q δ_(k,0) + y − 1 and

    Z = (y + q − 1)^N + (q − 1)(y − 1)^N.

With q = N = 2 this is 2y² + 2, your example at w(0) = y, w(1) = 1.

## What the Lean objects stand for

A configuration is a function `x : Fin N → ZMod q`. `Fin N` is the set of sites 0, …, N−1, and its addition wraps around, so `i + 1` at the last site is site 0; Lean's site index `i` is the j above, and the imaginary unit is `Complex.I`. `clockZ w N` is Z defined directly as the sum over configurations, with no matrix in its definition. `transfer w` is T, `phase k a` is φ_k(a) evaluated on the representatives `k.val` and `a.val` in 0, …, q−1, and `weightFT w k` is W(k). The vector `phase k` is unnormalised: its squared norm is q, the unit vector is q^(−1/2) φ_k with the same eigenvalue W(k), and this is where the factor q⁻¹ in the entries of T^N comes from. Building W(k) from the same exponential as φ_k, with the same sign in the exponent, together with the entries `w (b - a)`, makes W(k) and not W(−k) the eigenvalue of φ_k.

`clockZ_eq_sum_pow` reads: for every q ≥ 1, every function w from ℤ/q to ℂ and every N ≥ 1, Z equals the sum over k ∈ ℤ/q of W(k)^N. The conditions are `[NeZero q]` and `[NeZero N]`. The first makes the spin set finite, since `ZMod 0` is ℤ. The second is a real restriction: an empty ring has one configuration of weight 1, while Σ_k W(k)^0 = q, and the two differ for every q ≥ 2. For N = 1 the single bond joins the site to itself and both sides are q w(0); for N = 2 the pair is joined twice, as in your example; for q = 1 both sides are w(0)^N. `clockZ_potts` is the Potts formula for complex y, and `ringSum_eq_trace` is the trace formula for any finite state set and bond matrix over a commutative semiring.

The weight w is an input. A thermal clock chain has w(a) = exp(K cos(2πa/q)) and a thermal Potts chain has y = exp(K), where K is J divided by k_B times the temperature, and a bond has energy −J cos(2πa/q) in the clock chain and, in the Potts chain, −J between equal neighbours and 0 otherwise. The model is one-dimensional, periodic and finite, with the same nearest-neighbour weight on every bond and no external field, since a field would make T depend on more than b − a. The theorems say nothing about N → ∞ or correlation functions.

The trace formula is the contraction of a ring of N identical matrices, the simplest closed tensor network. For one particle on a ring of q sites with a translation-invariant Hamiltonian H and an imaginary-time step τ, in units with ħ = 1, exp(−τH) has the form w(b − a), so Z is the discrete path integral for tr exp(−NτH); this reading is a remark and is not among the theorems in the file.

```lean
import Mathlib

open Matrix

namespace ClockTransferMatrix

noncomputable section

section General

variable {S R : Type*} [Fintype S] [DecidableEq S] [CommSemiring R]

/-- Partition function of a ring of `N` sites with local states in `S` and bond weight
`T s s'` between site `i` and site `i + 1` (cyclically). -/
def ringSum (T : Matrix S S R) (N : ℕ) [NeZero N] : R :=
  ∑ x : Fin N → S, ∏ i, T (x i) (x (i + 1))

omit [DecidableEq S] in
/-- A sum over configurations of `n + 1` sites is a sum over the first spin and over the
configurations of the remaining `n` sites. -/
theorem sum_split_first {n : ℕ} (f : (Fin (n + 1) → S) → R) :
    ∑ x, f x = ∑ c : S, ∑ y : Fin n → S, f (Fin.cons c y : Fin (n + 1) → S) :=
  calc ∑ x, f x = ∑ p : S × (Fin n → S), f (Fin.cons p.1 p.2 : Fin (n + 1) → S) :=
        (Fintype.sum_equiv (Fin.consEquiv fun _ => S) _ _ (fun _ => rfl)).symm
    _ = _ := Fintype.sum_prod_type _

/-- The entry `(a, b)` of `T ^ (n + 1)` is the sum over the `n` inner spins of the product
of the `n + 1` bond weights of an open chain with end spins `a` and `b`. -/
theorem pow_apply_eq_openChain (T : Matrix S S R) (n : ℕ) (a b : S) :
    (T ^ (n + 1)) a b = ∑ y : Fin n → S, ∏ i : Fin (n + 1),
      T ((Fin.cons a y : Fin (n + 1) → S) i) ((Fin.snoc y b : Fin (n + 1) → S) i) := by
  induction n generalizing a with
  | zero =>
    have h : ∀ y : Fin 0 → S, (Fin.snoc y b : Fin (0 + 1) → S) 0 = b := fun y => by
      rfl
    simp only [Fin.prod_univ_succ, Fin.cons_zero, h]
    simp
  | succ n ih =>
    -- peel off the first bond and the first inner spin
    rw [pow_succ', Matrix.mul_apply, sum_split_first]
    refine Finset.sum_congr rfl fun c _ => ?_
    rw [ih c, Finset.mul_sum]
    refine Finset.sum_congr rfl fun y _ => ?_
    rw [← Fin.cons_snoc_eq_snoc_cons, Fin.prod_univ_succ (n := n + 1)]
    simp only [Fin.cons_zero, Fin.cons_succ]

/-- The partition function of a ring of `N ≥ 1` sites is the trace of the `N`-th power of
the bond matrix. -/
theorem ringSum_eq_trace (T : Matrix S S R) (N : ℕ) [NeZero N] :
    ringSum T N = (T ^ N).trace := by
  obtain ⟨n, rfl⟩ : ∃ n, N = n + 1 := Nat.exists_eq_succ_of_ne_zero (NeZero.ne N)
  -- the cyclic shift moves the first spin to the end of the chain
  have shift : ∀ (a : S) (y : Fin n → S) (i : Fin (n + 1)),
      (Fin.cons a y : Fin (n + 1) → S) (i + 1) = (Fin.snoc y a : Fin (n + 1) → S) i := by
    intro a y i
    induction i using Fin.lastCases with
    | last => rw [Fin.last_add_one, Fin.cons_zero, Fin.snoc_last]
    | cast j => rw [Fin.coeSucc_eq_succ, Fin.cons_succ, Fin.snoc_castSucc]
  unfold ringSum
  rw [sum_split_first]
  simp only [shift, Matrix.trace, Matrix.diag_apply, pow_apply_eq_openChain]

end General

variable {q : ℕ} [NeZero q]

/-- Partition function of the periodic `N`-site clock model with spins in `ℤ/q` and bond
weights `w (x (i + 1) - x i)`. -/
def clockZ (w : ZMod q → ℂ) (N : ℕ) [NeZero N] : ℂ :=
  ∑ x : Fin N → ZMod q, ∏ i, w (x (i + 1) - x i)

/-- Transfer matrix of the clock model, with entries `w (b - a)`. -/
def transfer (w : ZMod q → ℂ) : Matrix (ZMod q) (ZMod q) ℂ :=
  Matrix.of fun a b => w (b - a)

/-- The plane wave `exp (2 π i k a / q)` on `ℤ/q`. -/
def phase (k a : ZMod q) : ℂ :=
  Complex.exp (2 * Real.pi * Complex.I * (k.val : ℂ) * (a.val : ℂ) / q)

/-- Discrete Fourier transform `W k = ∑ a, w a * exp (2 π i k a / q)` of the bond weight. -/
def weightFT (w : ZMod q → ℂ) (k : ZMod q) : ℂ :=
  ∑ a, w a * phase k a

/-- The plane wave is the standard additive character of `ℤ/q` evaluated at `k a`. -/
theorem phase_eq (k a : ZMod q) : phase k a = ZMod.stdAddChar (k * a) := by
  have h : k * a = (((k.val * a.val : ℕ) : ℤ) : ZMod q) := by
    rw [Int.cast_natCast, Nat.cast_mul, ZMod.natCast_zmod_val, ZMod.natCast_zmod_val]
  rw [h, ZMod.stdAddChar_coe]
  unfold phase
  congr 1
  rw [Int.cast_natCast, Nat.cast_mul]
  ring

/-- The plane wave at a sum of spins is the product of the plane waves at each spin. -/
theorem phase_add (k a b : ZMod q) : phase k (a + b) = phase k a * phase k b := by
  simp only [phase_eq, mul_add, AddChar.map_add_eq_mul]

/-- The sum of the plane waves over all momenta is `q` at spin zero and vanishes at every
other spin. -/
theorem sum_phase (c : ZMod q) : ∑ k, phase k c = if c = 0 then (q : ℂ) else 0 := by
  simp only [phase_eq]
  refine (AddChar.sum_mulShift c (ZMod.isPrimitive_stdAddChar q)).trans ?_
  by_cases hc : c = 0 <;> simp [hc, ZMod.card]

/-- The transfer matrix multiplies the plane wave of momentum `k` by `W k`. -/
theorem transfer_mulVec_phase (w : ZMod q → ℂ) (k : ZMod q) :
    transfer w *ᵥ phase k = weightFT w k • phase k := by
  funext a
  change ∑ b, w (b - a) * phase k b = (∑ c, w c * phase k c) * phase k a
  -- substitute b = c + a
  rw [← Equiv.sum_comp (Equiv.addRight a), Finset.sum_mul]
  refine Finset.sum_congr rfl fun c _ => ?_
  rw [Equiv.coe_addRight, add_sub_cancel_right, phase_add, mul_assoc]

/-- The entry `(a, b)` of the `N`-th power of the transfer matrix is
`q⁻¹ ∑ k, (W k) ^ N exp (2 π i k (a - b) / q)`. -/
theorem transfer_pow_apply (w : ZMod q → ℂ) (N : ℕ) (a b : ZMod q) :
    (transfer w ^ N) a b = (q : ℂ)⁻¹ * ∑ k, weightFT w k ^ N * phase k (a - b) := by
  have hq : (q : ℂ) ≠ 0 := Nat.cast_ne_zero.mpr (NeZero.ne q)
  have hp : ∀ (n : ℕ) (k : ZMod q),
      (transfer w ^ n) *ᵥ phase k = weightFT w k ^ n • phase k := by
    intro n k
    induction n with
    | zero => simp
    | succ n ih =>
      rw [pow_succ, ← Matrix.mulVec_mulVec, transfer_mulVec_phase, Matrix.mulVec_smul, ih,
        smul_smul, pow_succ']
  have key : ∑ k, weightFT w k ^ N * phase k (a - b) = (transfer w ^ N) a b * q :=
    calc ∑ k, weightFT w k ^ N * phase k (a - b)
        = ∑ k, ∑ c, (transfer w ^ N) a c * phase k (c - b) := by
          refine Finset.sum_congr rfl fun k _ => ?_
          have h : ∑ c, (transfer w ^ N) a c * phase k c = weightFT w k ^ N * phase k a :=
            congrFun (hp N k) a
          simp only [sub_eq_add_neg, phase_add, ← mul_assoc]
          rw [← Finset.sum_mul, h]
      _ = ∑ c, (transfer w ^ N) a c * ∑ k, phase k (c - b) := by
          rw [Finset.sum_comm]
          simp only [Finset.mul_sum]
      _ = (transfer w ^ N) a b * q := by
          -- orthogonality of the plane waves selects c = b
          simp only [sum_phase, sub_eq_zero]
          simp
  rw [key]
  field_simp

/-- The partition function of the periodic clock model with `N ≥ 1` sites equals
`∑ k, (W k) ^ N`. -/
theorem clockZ_eq_sum_pow (w : ZMod q → ℂ) (N : ℕ) [NeZero N] :
    clockZ w N = ∑ k, weightFT w k ^ N := by
  have hq : (q : ℂ) ≠ 0 := Nat.cast_ne_zero.mpr (NeZero.ne q)
  have h0 : ∀ k : ZMod q, phase k 0 = 1 := fun k => by simp [phase_eq]
  have h : clockZ w N = ringSum (transfer w) N := rfl
  rw [h, ringSum_eq_trace]
  simp only [Matrix.trace, Matrix.diag_apply, transfer_pow_apply, sub_self, h0, mul_one]
  rw [Finset.sum_const, Finset.card_univ, ZMod.card, nsmul_eq_mul, mul_inv_cancel_left₀ hq]

/-- For the `q`-state Potts ring, with weight `y` on equal neighbours and `1` otherwise,
the partition function is `(y + q - 1) ^ N + (q - 1) (y - 1) ^ N`. -/
theorem clockZ_potts (y : ℂ) (N : ℕ) [NeZero N] :
    clockZ (fun a : ZMod q => if a = 0 then y else 1) N
      = (y + q - 1) ^ N + (q - 1) * (y - 1) ^ N := by
  have hW : ∀ k : ZMod q, weightFT (fun a : ZMod q => if a = 0 then y else 1) k
      = (if k = 0 then (q : ℂ) else 0) + (y - 1) := by
    intro k
    have h1 : ∀ a : ZMod q, (if a = 0 then y else 1) * phase k a
        = phase a k + if a = 0 then y - 1 else 0 := by
      intro a
      by_cases ha : a = 0
      · simp [ha, phase_eq]
      · simp [ha, phase_eq, mul_comm]
    simp only [weightFT, h1]
    rw [Finset.sum_add_distrib, sum_phase]
    simp
  have hP : ∀ k : ZMod q, ((if k = 0 then (q : ℂ) else 0) + (y - 1)) ^ N
      = (y - 1) ^ N + if k = 0 then (y + q - 1) ^ N - (y - 1) ^ N else 0 := by
    intro k
    by_cases hk : k = 0
    · rw [if_pos hk, if_pos hk, show (q : ℂ) + (y - 1) = y + q - 1 by ring]
      ring
    · simp [hk]
  rw [clockZ_eq_sum_pow]
  simp only [hW, hP]
  rw [Finset.sum_add_distrib, Finset.sum_const, Finset.card_univ, ZMod.card, nsmul_eq_mul,
    Finset.sum_ite_eq', if_pos (Finset.mem_univ _)]
  ring

end

end ClockTransferMatrix
```

```lean
#print axioms ClockTransferMatrix.clockZ_eq_sum_pow
-- 'ClockTransferMatrix.clockZ_eq_sum_pow' depends on axioms: [propext, Classical.choice, Quot.sound]
#print axioms ClockTransferMatrix.clockZ_potts
-- 'ClockTransferMatrix.clockZ_potts' depends on axioms: [propext, Classical.choice, Quot.sound]
```

## Closing the chain

`sum_split_first` turns a sum over configurations of n+1 sites into a sum over the first spin c and the rest y, where `Fin.cons c y` is the list (c, y_0, …, y_(n−1)). `pow_apply_eq_openChain` writes the open chain with two lists: `Fin.cons a y` holds the left end of each of the n+1 bonds, and `Fin.snoc y b`, the list (y_0, …, y_(n−1), b), holds the right end. The induction is `generalizing a` because the hypothesis is applied at the new left end c. `pow_succ'` and `Matrix.mul_apply` produce Σ_c T(a, c) (T^(n+1))_cb, `sum_split_first` splits off the first inner spin on the other side, and `Fin.prod_univ_succ` separates the first bond.

In `ringSum_eq_trace`, `shift` states that reading (a, y_0, …) one site ahead gives (y_0, …, a). It treats the last site, where `Fin.last_add_one` wraps to 0, apart from the others. After that the ring sum is term by term the sum of diagonal entries.

## Plane waves as additive characters

The Fourier half turns on one device. `phase` is defined through representatives, and `val` is not additive: for q = 3 the representative of 2 + 2 is 1. A direct proof of φ_k(a + b) = φ_k(a) φ_k(b) would have to track this wrap-around. Mathlib's `ZMod.stdAddChar` is a map ψ on ℤ/q that comes with ψ(0) = 1 and ψ(s + t) = ψ(s) ψ(t), and `ZMod.stdAddChar_coe` says that its value on the class of any integer m is exp(2πi m/q). `phase_eq` writes k·a as the class of the integer `k.val * a.val` and concludes φ_k(a) = ψ(k a). Representatives appear nowhere after this lemma, and `phase_add` follows from `mul_add` and `AddChar.map_add_eq_mul`.

The character also replaces the geometric series. `ZMod.isPrimitive_stdAddChar` says that for c ≠ 0 the character k ↦ ψ(c k) is not identically 1, for prime and composite q alike. A nontrivial character of a finite group sums to zero, because shifting the summation variable by s multiplies the sum by the character's value at s, which differs from 1 for some s. `AddChar.sum_mulShift` packages this as Σ_k ψ(k c) = q or 0, which is `sum_phase`.

## Eigenvectors, powers and the trace

`transfer_mulVec_phase` is T φ_k = W(k) φ_k, with the substitution b = c + a carried out by `Equiv.sum_comp (Equiv.addRight a)`. In `transfer_pow_apply`, `hp` iterates the eigenvalue equation, and the three steps of `key` are the displayed computation: insert component a of `hp` times φ_k(−b), exchange the sums with `Finset.sum_comm`, and let `sum_phase` select c = b. Division by q ≠ 0 finishes it. This lemma also holds for N = 0.

In `clockZ_eq_sum_pow`, `clockZ w N = ringSum (transfer w) N` holds by `rfl`, since the two definitions unfold to the same sum. The trace becomes q equal terms and q cancels q⁻¹. In `clockZ_potts`, `hW` computes W(k); it sums over the spin, so `h1` exchanges `phase k a` for `phase a k`, using k a = a k, before `sum_phase` applies. `hP` writes W(k)^N as (y − 1)^N plus a correction at k = 0, and summing over the q values of k gives the closed form.
